# If the Pulay term vanishes for every symmetric Hamiltonian, the derivatives of the basis functions lie in their span

Take a single basis function $v=(1,0)$ in a two-dimensional state space. It is attached to an atom, and when the atom is displaced it changes at the rate $w=(3,2)$. Let the Hamiltonian be fixed:

$$A=\begin{pmatrix}-1&2\\2&0\end{pmatrix}.$$

The only trial state is $\psi=v$, with energy $e=\langle v,Av\rangle=-1$. Its residual is $(A-e)\psi=(0,2)$, which is orthogonal to $v$ but not to $w$: $\langle w,(A-e)\psi\rangle=4$. Along $v(t)=(1+3t,\,2t)$ the energy is

$$E(t)=\frac{-(1+3t)^2+8t(1+3t)}{(1+3t)^2+4t^2},\qquad E'(0)=2-(-1)\cdot 6=8=2\cdot 4 .$$

The energy changes although the Hamiltonian does not. The cause is the component $q=(0,2)$ of $w$ that points out of the span of $v$, and $A$ was chosen to couple $v$ to exactly that component. The same choice works for any finite family of nonzero basis functions as soon as one of their derivatives lies outside their span.

## The force from a moving basis

Let $\psi=\sum_i c_i v_i$ minimise the energy in the span of the $v_i$, and let the basis functions and the Hamiltonian $H$ depend on a nuclear coordinate, with $w_i$ the derivative of $v_i$. Differentiating $E=\langle\psi,H\psi\rangle/\langle\psi,\psi\rangle$ gives

$$\|\psi\|^2E'=\langle\psi,H'\psi\rangle+2\,\mathrm{Re}\Big\langle\sum_i c_i'v_i+\sum_i c_iw_i,\,(H-E)\psi\Big\rangle .$$

The terms with $c_i'$ vanish because the residual is orthogonal to every $v_i$. The terms with $w_i$ remain, and they are the Pulay correction to the Hellmann–Feynman force.

In Lean the state space `V` is a complex inner-product space of any dimension, and the basis functions carry labels from a finite type `ι`. The inner product is conjugate-linear in its first argument.

```lean
import Mathlib

open scoped InnerProductSpace

namespace DerivativeClosedBasis

noncomputable section

variable {V : Type*} [NormedAddCommGroup V] [InnerProductSpace ℂ V]
variable {ι : Type*} [Fintype ι]
```

The combination $\sum_i c_iv_i$ is `trial v c`, and `trial w c` is $\sum_i c_iw_i$.

```lean
/-- The vector `∑ i, c i • v i` with coefficients `c` in the family `v`. -/
def trial (v : ι → V) (c : ι → ℂ) : V := ∑ i, c i • v i
```

The trial space is the span of the $v_i$, which may be linearly dependent.

```lean
/-- The trial space: all linear combinations of the basis functions `v i`. -/
abbrev trialSpace (v : ι → V) : Submodule ℂ V := Submodule.span ℂ (Set.range v)
```

The residual is $(A-e)\psi$ with real $e$. The operator `A` is a linear map defined on all of `V`.

```lean
/-- The residual `(A - e) ψ` of an approximate eigenpair. -/
def residual (A : V →ₗ[ℂ] V) (e : ℝ) (ψ : V) : V := A ψ - (e : ℂ) • ψ
```

A Ritz pair has $\psi\neq0$ and $\langle v_j,(A-e)\psi\rangle=0$ for all $j$. In matrix form this is the generalised eigenvalue problem $\mathbf{A}c=e\,\mathbf{S}c$ with overlap matrix $S_{ji}=\langle v_j,v_i\rangle$.

```lean
/-- A Ritz pair of `A` in the basis `v`: a nonzero trial state whose residual is orthogonal
to every basis function. -/
def IsRitzPair (A : V →ₗ[ℂ] V) (v : ι → V) (e : ℝ) (c : ι → ℂ) : Prop :=
  trial v c ≠ 0 ∧ ∀ j, ⟪v j, residual A e (trial v c)⟫_ℂ = 0
```

For a variational ground state, $e$ is also a lower bound: $e\|x\|^2\le\mathrm{Re}\langle x,Ax\rangle$ for every trial state $x$.

```lean
/-- A variational ground state: a Ritz pair whose energy `e` is a lower bound for the energy
expectation on the trial space. -/
def IsLowestRitzPair (A : V →ₗ[ℂ] V) (v : ι → V) (e : ℝ) (c : ι → ℂ) : Prop :=
  IsRitzPair A v e c ∧
    ∀ d, e * ‖trial v d‖ ^ 2 ≤ (⟪trial v d, A (trial v d)⟫_ℂ).re
```

The quantity called `pulay` is $\mathrm{Re}\langle\sum_i c_iw_i,(A-e)\psi\rangle$. The usual Pulay force is this number times $-2/\|\psi\|^2$. The family `w` is arbitrary in Lean; reading it as a derivative comes from the calculation above.

```lean
/-- The Pulay term `Re ⟨∑ c i w i, (A - e) ψ⟩` for `ψ = ∑ c i v i`, where `w i` is the
velocity of the basis function `v i`. -/
def pulay (A : V →ₗ[ℂ] V) (v w : ι → V) (e : ℝ) (c : ι → ℂ) : ℝ :=
  (⟪trial w c, residual A e (trial v c)⟫_ℂ).re
```

## A Hamiltonian that couples the state to a chosen direction

Given $\psi$ and $q$, set

$$A=|q\rangle\langle\psi|+|\psi\rangle\langle q|-|\psi\rangle\langle\psi|,\qquad Ax=\langle\psi,x\rangle(q-\psi)+\langle q,x\rangle\psi .$$

With $\psi=(1,0)$ and $q=(0,2)$ this is the matrix of the opening example.

```lean
/-- The test Hamiltonian `|q⟩⟨ψ| + |ψ⟩⟨q| - |ψ⟩⟨ψ|`. -/
def testHamiltonian (ψ q : V) : V →ₗ[ℂ] V where
  toFun x := ⟪ψ, x⟫_ℂ • (q - ψ) + ⟪q, x⟫_ℂ • ψ
  map_add' x y := by
    simp only [inner_add_right]
    module
  map_smul' a x := by
    simp only [inner_smul_right, RingHom.id_apply]
    module
```

The later steps use this formula for $Ax$, the identity $\langle x,x\rangle=\|x\|^2$, and the membership of $\sum_i c_iv_i$ in the trial space.

```lean
private lemma testHamiltonian_apply (ψ q x : V) :
    testHamiltonian ψ q x = ⟪ψ, x⟫_ℂ • (q - ψ) + ⟪q, x⟫_ℂ • ψ := rfl

private lemma inner_self_ofReal (x : V) : ⟪x, x⟫_ℂ = ((‖x‖ ^ 2 : ℝ) : ℂ) := by
  rw [Complex.ofReal_pow]
  exact inner_self_eq_norm_sq_to_K x

private lemma trial_mem (v : ι → V) (c : ι → ℂ) : trial v c ∈ trialSpace v :=
  Submodule.sum_mem _ fun i _ =>
    Submodule.smul_mem _ _ (Submodule.subset_span ⟨i, rfl⟩)
```

The first two terms of $A$ are adjoint to each other and the third is its own adjoint, so $\langle Ax,y\rangle=\langle x,Ay\rangle$. Lean expands both sides into products of inner products, and `ring` compares them.

```lean
/-- The test Hamiltonian is symmetric. -/
theorem testHamiltonian_isSymmetric (ψ q : V) : (testHamiltonian ψ q).IsSymmetric := by
  intro x y
  simp only [testHamiltonian_apply, inner_add_left, inner_sub_left, inner_smul_left,
    inner_add_right, inner_sub_right, inner_smul_right, inner_conj_symm]
  ring
```

Now let $q\perp\psi$. Then $A\psi=\|\psi\|^2(q-\psi)$, and with $e=-\|\psi\|^2$

$$(A-e)\psi=\|\psi\|^2(q-\psi)+\|\psi\|^2\psi=\|\psi\|^2q .$$

For a normalised state the energy is $-1$ and the residual is $q$ itself.

```lean
/-- If `q` is orthogonal to `ψ`, the test Hamiltonian at energy `-‖ψ‖²` has the residual
`‖ψ‖² q` in the state `ψ`. -/
theorem residual_testHamiltonian {ψ q : V} (h : ⟪q, ψ⟫_ℂ = 0) :
    residual (testHamiltonian ψ q) (-‖ψ‖ ^ 2) ψ = ((‖ψ‖ ^ 2 : ℝ) : ℂ) • q := by
  rw [residual, testHamiltonian_apply, h, inner_self_ofReal, Complex.ofReal_neg]
  module
```

## Every trial state can be made a ground state

Let $q$ be orthogonal to the whole trial space, and let $\psi$ be any nonzero trial state. The residual $\|\psi\|^2q$ is orthogonal to each $v_j$, so $(e,\psi)$ is a Ritz pair. For a trial state $x$ the terms containing $q$ drop out, and the Cauchy–Schwarz inequality gives

$$\langle x,Ax\rangle=-\langle\psi,x\rangle\langle x,\psi\rangle=-|\langle\psi,x\rangle|^2\ge-\|\psi\|^2\|x\|^2=e\|x\|^2 .$$

The two bullets of the proof are these two claims. In the second, `h3` is the equality and `h4` the Cauchy–Schwarz bound.

```lean
/-- If `q` is orthogonal to the trial space, any nonzero trial state `ψ` is a variational
ground state of the test Hamiltonian, with energy `-‖ψ‖²`. -/
theorem testHamiltonian_isLowestRitzPair {v : ι → V} {c : ι → ℂ} {q : V}
    (hq : q ∈ (trialSpace v)ᗮ) (hc : trial v c ≠ 0) :
    IsLowestRitzPair (testHamiltonian (trial v c) q) v (-‖trial v c‖ ^ 2) c := by
  refine ⟨⟨hc, fun j => ?_⟩, fun d => ?_⟩
  · rw [residual_testHamiltonian (Submodule.inner_left_of_mem_orthogonal (trial_mem v c) hq),
      inner_smul_right, Submodule.inner_right_of_mem_orthogonal
        (Submodule.subset_span (Set.mem_range_self j) : v j ∈ trialSpace v) hq, mul_zero]
  · -- in a trial state only the part `-|ψ⟩⟨ψ|` contributes to the energy expectation
    have h1 := Submodule.inner_left_of_mem_orthogonal (trial_mem v d) hq
    have h2 := Submodule.inner_right_of_mem_orthogonal (trial_mem v d) hq
    generalize trial v d = x at *
    generalize trial v c = ψ at *
    have h3 : ⟪x, testHamiltonian ψ q x⟫_ℂ = -(⟪ψ, x⟫_ℂ * ⟪x, ψ⟫_ℂ) := by
      rw [testHamiltonian_apply, inner_add_right, inner_smul_right, inner_smul_right,
        inner_sub_right, h1, h2]
      ring
    -- Cauchy-Schwarz bounds it from below
    have h4 : (⟪ψ, x⟫_ℂ * ⟪x, ψ⟫_ℂ).re ≤ (‖ψ‖ * ‖x‖) * (‖x‖ * ‖ψ‖) := by
      refine (Complex.re_le_norm _).trans ?_
      rw [norm_mul]
      exact mul_le_mul (norm_inner_le_norm ψ x) (norm_inner_le_norm x ψ)
        (norm_nonneg _) (by positivity)
    rw [h3, Complex.neg_re]
    nlinarith [h4]
```

Write $\sum_i c_iw_i=p+q$ with $p$ in the trial space and $q$ orthogonal to it. Then

$$\mathrm{Re}\langle p+q,\|\psi\|^2q\rangle=\|\psi\|^2\|q\|^2 .$$

For this Hamiltonian and a normalised state, the Pulay term is the squared length of the part of the combined velocity $\sum_i c_iw_i$ that leaves the trial space. In the opening example it is $1\cdot4$.

```lean
/-- If `∑ c i w i = p + q` with `p` in the trial space and `q` orthogonal to it, the Pulay term
of the test Hamiltonian at energy `-‖ψ‖²` is `‖ψ‖² ‖q‖²`, where `ψ = ∑ c i v i`. -/
theorem pulay_testHamiltonian {v w : ι → V} {c : ι → ℂ} {p q : V}
    (hp : p ∈ trialSpace v) (hq : q ∈ (trialSpace v)ᗮ) (hw : trial w c = p + q) :
    pulay (testHamiltonian (trial v c) q) v w (-‖trial v c‖ ^ 2) c
      = ‖trial v c‖ ^ 2 * ‖q‖ ^ 2 := by
  rw [pulay, residual_testHamiltonian
      (Submodule.inner_left_of_mem_orthogonal (trial_mem v c) hq),
    hw, inner_smul_right, inner_add_left, Submodule.inner_right_of_mem_orthogonal hp hq,
    zero_add, inner_self_ofReal, ← Complex.ofReal_mul, Complex.ofReal_re]
```

## The velocities must stay in the span

Suppose that the Pulay term vanishes for every variational ground state of every symmetric Hamiltonian. Fix $i$ and choose the coefficients that are $1$ at $i$ and $0$ elsewhere, so that $\psi=v_i$ and the combined velocity is $w_i$. Split $w_i=p+q$ as above; the split exists because the trial space is finite-dimensional, even if `V` is not. The Hamiltonian built from $v_i$ and $q$ satisfies the hypothesis, hence

$$0=\|v_i\|^2\|q\|^2 .$$

Since $v_i\ne0$, we get $q=0$ and $w_i=p$, which lies in the trial space. In Lean the coefficients are `Pi.single i 1`, and `h0` is the displayed equation.

At least one basis function has to be nonzero: if all $v_i$ vanish, there is no Ritz pair to examine, and the $w_i$ are unrestricted.

```lean
/-- Let the basis functions `v i` be nonzero. If the Pulay term vanishes for every variational
ground state of every symmetric Hamiltonian, each velocity `w i` lies in the trial space. -/
theorem velocity_mem_of_pulay_eq_zero {v w : ι → V} (hv : ∀ i, v i ≠ 0)
    (h : ∀ A : V →ₗ[ℂ] V, A.IsSymmetric → ∀ e c, IsLowestRitzPair A v e c →
      pulay A v w e c = 0) (i : ι) :
    w i ∈ trialSpace v := by
  classical
  have hs : ∀ u : ι → V, trial u (Pi.single i 1) = u i := by
    intro u
    simp [trial, Pi.single_apply]
  have : FiniteDimensional ℂ (trialSpace v) :=
    FiniteDimensional.span_of_finite ℂ (Set.finite_range v)
  -- split the velocity into a part inside the trial space and a part orthogonal to it
  obtain ⟨p, hp, q, hq, hw⟩ := (trialSpace v).exists_add_mem_mem_orthogonal (w i)
  have hc : trial v (Pi.single i 1) ≠ 0 := by
    rw [hs]
    exact hv i
  have h0 := h _ (testHamiltonian_isSymmetric _ q) _ _
    (testHamiltonian_isLowestRitzPair hq hc)
  rw [pulay_testHamiltonian hp hq ((hs w).trans hw)] at h0
  -- the orthogonal part has norm zero
  have hq0 : q = 0 := by
    rcases mul_eq_zero.mp h0 with h1 | h1
    · exact absurd (norm_eq_zero.mp (pow_eq_zero_iff two_ne_zero |>.mp h1)) hc
    · exact norm_eq_zero.mp (pow_eq_zero_iff two_ne_zero |>.mp h1)
  rw [hw, hq0, add_zero]
  exact hp
```

Linearly independent vectors are nonzero, and a condition on all Ritz pairs includes the lowest ones. This gives the version for an ordinary basis, with excited Ritz states admitted in the hypothesis.

```lean
/-- For linearly independent basis functions: if the Pulay term vanishes for every Ritz pair of
every symmetric Hamiltonian, each velocity `w i` lies in the trial space. -/
theorem velocity_mem_of_linearIndependent {v w : ι → V} (hv : LinearIndependent ℂ v)
    (h : ∀ A : V →ₗ[ℂ] V, A.IsSymmetric → ∀ e c, IsRitzPair A v e c →
      pulay A v w e c = 0) (i : ι) :
    w i ∈ trialSpace v :=
  velocity_mem_of_pulay_eq_zero (fun j => hv.ne_zero j)
    (fun A hA e c hl => h A hA e c hl.1) i
```

The hypothesis ranges over all symmetric operators defined on the whole of `V`, including the nonlocal ones built here. Electronic Hamiltonians, with kinetic energy and Coulomb potentials, are unbounded. On a complete space such as $L^2$ they are not among these operators, because a symmetric operator defined everywhere on such a space is bounded. The theorem therefore does not say what follows if the Pulay term vanishes for electronic Hamiltonians only, and for a particular one of them a velocity outside the span need not produce a Pulay term.

## A Gaussian on a moving atom

For one electron in a linear variational calculation, a program evaluates the Pulay term from derivative integrals,

$$\mathrm{Re}\sum_{ij}\bar c_i c_j\big(\langle w_i,Av_j\rangle-e\,\langle w_i,v_j\rangle\big),$$

where the second part equals $-\tfrac e2\sum_{ij}\bar c_ic_jS'_{ij}$, with $S'_{ij}=\langle w_i,v_j\rangle+\langle v_i,w_j\rangle$ the derivative of the overlap matrix.

Let the basis be one normalised s-type Gaussian $\varphi\propto e^{-\alpha|r-R|^2}$. Its derivative with respect to the centre coordinate $X$ is $w=2\alpha(x-X)\varphi$, a p-type function. By parity it is orthogonal to $\varphi$, so $p=0$ and $q=w$. The density $\varphi^2$ has variance $1/(4\alpha)$ along $x$, hence $\|q\|^2=4\alpha^2/(4\alpha)=\alpha$. Adding the p function of the same exponent brings $w$ into the span, but the derivative of that p function contains $(x-X)^2\varphi$, which is again missing.

## What one fixed Hamiltonian can show

Now keep $A$, $e$ and $c\neq0$ fixed, let the velocities vary, and write $r=(A-e)\psi$. If $r=0$, the Pulay term vanishes for all velocities. Conversely, choose $i$ with $c_i\ne0$, set $w_i=r/c_i$, and set the other velocities to zero. Then $\sum_jc_jw_j=r$ and the Pulay term is $\|r\|^2$; if it vanishes, $A\psi=e\psi$. Thus a Ritz state that happens to be an exact eigenstate has no Pulay term however its basis moves, and it gives no information about the $w_i$.

```lean
/-- For one fixed operator and nonzero coefficients `c`, the Pulay term vanishes for all
velocities of the basis exactly when `ψ = ∑ c i v i` satisfies `A ψ = e ψ`. -/
theorem pulay_eq_zero_forall_iff (A : V →ₗ[ℂ] V) (v : ι → V) (e : ℝ) {c : ι → ℂ}
    (hc : c ≠ 0) :
    (∀ w : ι → V, pulay A v w e c = 0) ↔ A (trial v c) = (e : ℂ) • trial v c := by
  classical
  constructor
  · intro h
    obtain ⟨i, hi⟩ := Function.ne_iff.mp hc
    have hi' : c i ≠ 0 := hi
    -- move one basis function so that the state moves along its own residual
    have hw : trial (fun j => if j = i then (c i)⁻¹ • residual A e (trial v c) else 0) c
        = residual A e (trial v c) := by
      simp [trial, smul_smul, hi']
    have h0 := h (fun j => if j = i then (c i)⁻¹ • residual A e (trial v c) else 0)
    rw [pulay, hw, inner_self_ofReal, Complex.ofReal_re] at h0
    exact sub_eq_zero.mp (norm_eq_zero.mp (pow_eq_zero_iff two_ne_zero |>.mp h0))
  · intro h w
    rw [pulay, residual, h, sub_self, inner_zero_right, Complex.zero_re]

end

end DerivativeClosedBasis
```

```lean
#print axioms DerivativeClosedBasis.velocity_mem_of_pulay_eq_zero
#print axioms DerivativeClosedBasis.velocity_mem_of_linearIndependent
#print axioms DerivativeClosedBasis.pulay_eq_zero_forall_iff
```

```
'DerivativeClosedBasis.velocity_mem_of_pulay_eq_zero' depends on axioms: [propext, Classical.choice, Quot.sound]
'DerivativeClosedBasis.velocity_mem_of_linearIndependent' depends on axioms: [propext, Classical.choice, Quot.sound]
'DerivativeClosedBasis.pulay_eq_zero_forall_iff' depends on axioms: [propext, Classical.choice, Quot.sound]
```
